# Velocity redraws at fixed intervals t thermalize a harmonic oscillator's position variance if and only if sin(wt) ≠ 0

## Oscillator, redraw and variance

Take an oscillator of unit mass and angular frequency w > 0, and set Boltzmann's constant to one. From position x and velocity v, it reaches after time t

x(t) = cos(wt) x + (sin(wt)/w) v
v(t) = −w sin(wt) x + cos(wt) v.

The thermostat discards the velocity at the start of each interval and draws a new one, independent of the current position and of variance T > 0, the temperature. Between redraws the motion is the exact flow above. Let s ≥ 0 be the variance of the position over the ensemble at a redraw. Thermal equilibrium has s = T/w², or w²s = T, which is equipartition for the potential energy w²s/2 of a centred position.

Two schedules are compared: a fixed interval t, and random intervals with the exponential density e^(−t/a)/a on t > 0, of mean a > 0.

## Resonance at multiples of the half-period

With fixed intervals, w² times the variance tends to T from every s ≥ 0 if and only if sin(wt) ≠ 0. The failing intervals are t = kπ/w with k an integer, that is, multiples of half the oscillation period. With exponentially distributed intervals, iterating the averaged variance update brings w² times the variance to T from every s ≥ 0, for every w > 0 and a > 0.

This bears on Andersen-type thermostats in molecular dynamics, for a single harmonic mode propagated exactly: redraws in step with the mode can leave its position variance wrong at every redraw, and exponentially distributed intervals remove that resonance.

## The variance after one interval and after n

The position after one interval is a sum of two independent terms, so their variances add:

s′ = cos²(wt) s + sin²(wt) T/w².

Write m = T/w² and c = cos²(wt). Since sin²(wt) = 1 − c,

s′ = c s + (1 − c) m = m + c (s − m).

Each interval multiplies the deviation from m by c. After n intervals the variance is

sₙ = m + cⁿ (s − m), so w² sₙ = T + cⁿ (w² s − T).

If sin(wt) ≠ 0, then 0 ≤ c < 1 and cⁿ → 0, which gives w² sₙ → T. If sin(wt) = 0, then c = 1 and every variance stays where it began. In particular s = 0 stays at 0 and never approaches T/w² > 0. Physically, the oscillator returns to x or −x whatever velocity it was given.

The opposite extreme is a quarter period, wt = π/2. There c = 0, and one interval takes any s to T/w².

## Averaging over exponential intervals

If the position and the redrawn velocity both have mean zero and the interval is independent of them, the mean position is zero for each interval length. The variance over the random interval is then the average of the fixed-interval variances, and c is replaced by the average of cos²(wt).

Let D = 1 + 4w²a² and

F(t) = e^(−t/a) [ (2wa sin(2wt) − cos(2wt))/(2D) − 1/2 ].

Differentiating, the sine terms cancel, and the cosine terms combine to

F′(t) = (e^(−t/a)/a) [ (1 + 4w²a²) cos(2wt)/(2D) + 1/2 ]
= (e^(−t/a)/a) (1 + cos(2wt))/2
= (e^(−t/a)/a) cos²(wt).

Since F(t) → 0 as t → ∞, the average is

−F(0) = 1/2 + 1/(2D) = (1 + 2w²a²)/(1 + 4w²a²).

This is below one because w²a² > 0, so the same geometric relaxation applies. The factor tends to 1 as wa → 0, where each redraw does little, and to 1/2 as wa → ∞.

## A velocity correlated with the position

The variance formula needs the cross term to vanish. Let X be ±1 with equal probability, and take V = X, w = 1 and t = π/4. Both variances are 1, and the position becomes √2 X, of variance 2, whereas the formula gives 1/2 + 1/2 = 1. The example shows that some condition on the covariance is needed; independence makes it zero.

## Random variables, iterates and limits in Lean

`position` and `velocity` are the two flow formulas, and `newton` says that the first has the second as its time derivative, whose own derivative is −w² times the position.

In `variance_position`, the position `X` and redrawn velocity `V` are real functions on a probability space with measure `μ`. `MemLp X 2 μ` means square integrable, `IndepFun X V μ` is independence, and `Var[V; μ] = T` fixes the temperature. Neither a Gaussian shape nor a zero mean is assumed. The conclusion is that the new variance is `varianceUpdate w T t Var[X; μ]`, so the update is derived from the flow. `variance_position_witness` supplies an example for all variances s, T ≥ 0: a product of two centred Gaussians.

The notation `f^[n]` means f applied n times, and `Tendsto … atTop (𝓝 T)` means convergence to T as n grows. `thermalizes_iff` is the fixed-interval criterion for any real t, and `thermalizes_iff_interval` restates it as t ≠ kπ/w for every integer k. `averagedUpdate` is defined as the integral of the fixed-interval update against the exponential density; its reading as the variance over random intervals rests on the mean-zero argument above. `exponential_thermalizes` gives both the bound on the factor and the convergence, for every real T and s.

The convergence theorems iterate a map on variances and do not construct the whole random trajectory. They concern one harmonic degree of freedom and its second moment, not the full distribution, anharmonic forces or the error of a finite-time-step integrator.

```lean
import Mathlib

open MeasureTheory ProbabilityTheory Filter Set
open scoped Topology NNReal

namespace VelocityRedrawThermostat

noncomputable section

/-- Position at time `t` of a unit-mass oscillator of frequency `w ≠ 0` started at `x` with
velocity `v`. -/
def position (w x v t : ℝ) : ℝ := Real.cos (w * t) * x + Real.sin (w * t) / w * v

/-- Velocity at time `t` of the same oscillator. -/
def velocity (w x v t : ℝ) : ℝ := -w * Real.sin (w * t) * x + Real.cos (w * t) * v

/-- Position variance after an interval `t` begun with variance `s` and an independent velocity
redrawn at temperature `T`, for frequency `w ≠ 0` (unit mass, Boltzmann constant one). -/
def varianceUpdate (w T t s : ℝ) : ℝ :=
  Real.cos (w * t) ^ 2 * s + Real.sin (w * t) ^ 2 * (T / w ^ 2)

/-- The variance update of a centred position, averaged over exponentially distributed
intervals of mean `a > 0`, for frequency `w ≠ 0`. -/
def averagedUpdate (w T a s : ℝ) : ℝ :=
  ∫ t in Ioi (0 : ℝ), Real.exp (-t / a) / a * varianceUpdate w T t s

/-- For `w ≠ 0` the flow obeys Newton's equation of the harmonic oscillator. -/
theorem newton {w : ℝ} (hw : w ≠ 0) (x v t : ℝ) :
    HasDerivAt (position w x v) (velocity w x v t) t ∧
      HasDerivAt (velocity w x v) (-w ^ 2 * position w x v t) t := by
  have hl : HasDerivAt (fun t : ℝ => w * t) w t :=
    ((hasDerivAt_id' t).const_mul w).congr_deriv (by ring)
  constructor
  · refine ((hl.cos.mul_const x).fun_add ((hl.sin.div_const w).mul_const v)).congr_deriv ?_
    unfold velocity
    field_simp
  · refine (((hl.sin.const_mul (-w)).mul_const x).fun_add
      (hl.cos.mul_const v)).congr_deriv ?_
    unfold position
    field_simp
    ring

/-- If the redrawn velocity has variance `T` and is independent of the position, both being square
integrable, the variance of `position` at time `t` is given by `varianceUpdate`. This is the
oscillator's position variance when `w ≠ 0`. -/
theorem variance_position {Ω : Type*} [MeasurableSpace Ω] {μ : Measure Ω}
    [IsProbabilityMeasure μ] {X V : Ω → ℝ} {T : ℝ} (hX : MemLp X 2 μ) (hV : MemLp V 2 μ)
    (hXV : IndepFun X V μ) (hT : Var[V; μ] = T) (w t : ℝ) :
    Var[fun ω => position w (X ω) (V ω) t; μ] = varianceUpdate w T t Var[X; μ] := by
  have hfun : (fun ω => position w (X ω) (V ω) t) =
      Real.cos (w * t) • X + (Real.sin (w * t) / w) • V := by
    funext ω
    simp [position]
  have hind : IndepFun (Real.cos (w * t) • X) ((Real.sin (w * t) / w) • V) μ :=
    hXV.comp (measurable_id.const_mul (Real.cos (w * t)))
      (measurable_id.const_mul (Real.sin (w * t) / w))
  -- independence removes the cross term
  rw [hfun, IndepFun.variance_add (hX.const_smul _) (hV.const_smul _) hind,
    variance_smul, variance_smul, hT]
  unfold varianceUpdate
  ring

/-- Independent Gaussian position and velocity, of variances `s` and `T`, meet the hypotheses
of `variance_position`. -/
theorem variance_position_witness (s T : ℝ≥0) :
    let μ := (gaussianReal 0 s).prod (gaussianReal 0 T)
    MemLp (Prod.fst : ℝ × ℝ → ℝ) 2 μ ∧ MemLp (Prod.snd : ℝ × ℝ → ℝ) 2 μ ∧
      IndepFun (Prod.fst : ℝ × ℝ → ℝ) Prod.snd μ ∧
      Var[(Prod.snd : ℝ × ℝ → ℝ); μ] = T := by
  intro μ
  have hg : ∀ v : ℝ≥0, MemLp (id : ℝ → ℝ) 2 (gaussianReal 0 v) := fun v => by
    exact_mod_cast memLp_id_gaussianReal (μ := 0) (v := v) 2
  have h2 : MeasurePreserving (Prod.snd : ℝ × ℝ → ℝ) μ (gaussianReal 0 T) :=
    measurePreserving_snd
  refine ⟨(hg s).comp_measurePreserving measurePreserving_fst,
    (hg T).comp_measurePreserving h2, indepFun_prod measurable_id measurable_id, ?_⟩
  have h := variance_map (X := (id : ℝ → ℝ)) (Y := (Prod.snd : ℝ × ℝ → ℝ)) (μ := μ)
    measurable_id.aemeasurable measurable_snd.aemeasurable
  rw [h2.map_eq, variance_id_gaussianReal] at h
  exact h.symm

/-- Repeating an update that multiplies the deviation from `m` by `c` multiplies it by `c ^ n`
after `n` steps. -/
theorem iterate_relaxation (c m s : ℝ) (n : ℕ) :
    (fun x => m + c * (x - m))^[n] s = m + c ^ n * (s - m) := by
  induction n with
  | zero => simp
  | succ n ih =>
    rw [Function.iterate_succ_apply', ih]
    ring

lemma tendsto_relaxation {w c : ℝ} (hw : w ≠ 0) (h0 : 0 ≤ c) (h1 : c < 1) (T s : ℝ) :
    Tendsto (fun n : ℕ => w ^ 2 * (fun x => T / w ^ 2 + c * (x - T / w ^ 2))^[n] s)
      atTop (𝓝 T) := by
  have h := (((tendsto_pow_atTop_nhds_zero_of_lt_one h0 h1).mul_const
    (s - T / w ^ 2)).const_add (T / w ^ 2)).const_mul (w ^ 2)
  have hlim : w ^ 2 * (T / w ^ 2 + 0 * (s - T / w ^ 2)) = T := by
    rw [zero_mul, add_zero]
    exact mul_div_cancel₀ T (pow_ne_zero 2 hw)
  rw [hlim] at h
  exact h.congr fun n => by rw [iterate_relaxation]

lemma varianceUpdate_eq (w T t : ℝ) : varianceUpdate w T t =
    fun x => T / w ^ 2 + Real.cos (w * t) ^ 2 * (x - T / w ^ 2) := by
  funext x
  unfold varianceUpdate
  rw [Real.sin_sq]
  ring

/-- For `w, T > 0`, redrawing the velocity at fixed intervals `t` brings `w ^ 2` times the
position variance to `T` from every initial variance if and only if `sin (w t) ≠ 0`. -/
theorem thermalizes_iff {w T : ℝ} (hw : 0 < w) (hT : 0 < T) (t : ℝ) :
    (∀ s, 0 ≤ s → Tendsto (fun n : ℕ => w ^ 2 * (varianceUpdate w T t)^[n] s) atTop (𝓝 T)) ↔
      Real.sin (w * t) ≠ 0 := by
  have hp := Real.sin_sq_add_cos_sq (w * t)
  constructor
  · intro h hs
    have hc : Real.cos (w * t) ^ 2 = 1 := by
      linear_combination hp - Real.sin (w * t) * hs
    -- at resonance a start with zero variance has zero variance at every redraw
    have hfix : ∀ n : ℕ, w ^ 2 * (varianceUpdate w T t)^[n] 0 = 0 := fun n => by
      rw [varianceUpdate_eq, iterate_relaxation, hc, one_pow]
      ring
    have h0 := h 0 le_rfl
    simp only [hfix] at h0
    exact hT.ne (tendsto_nhds_unique tendsto_const_nhds h0)
  · intro hs s _
    have hpos : 0 < Real.sin (w * t) ^ 2 := by positivity
    rw [varianceUpdate_eq]
    exact tendsto_relaxation hw.ne' (sq_nonneg _) (by linarith) T s

/-- For `w, T > 0`, the intervals at which thermalization from every initial variance fails are
exactly the integer multiples of `π / w`. -/
theorem thermalizes_iff_interval {w T : ℝ} (hw : 0 < w) (hT : 0 < T) (t : ℝ) :
    (∀ s, 0 ≤ s → Tendsto (fun n : ℕ => w ^ 2 * (varianceUpdate w T t)^[n] s) atTop (𝓝 T)) ↔
      ∀ k : ℤ, t ≠ k * Real.pi / w := by
  rw [thermalizes_iff hw hT, Ne, Real.sin_eq_zero_iff]
  refine not_exists.trans (forall_congr' fun k => not_congr ?_)
  rw [eq_div_iff hw.ne']
  constructor <;> intro h <;> linarith

/-- For exponentially distributed intervals of mean `a > 0`, the average of `cos (w t) ^ 2`
exists and equals `(1 + 2 w² a²) / (1 + 4 w² a²)`. -/
theorem average_cos_sq {a : ℝ} (ha : 0 < a) (w : ℝ) :
    IntegrableOn (fun t => Real.exp (-t / a) / a * Real.cos (w * t) ^ 2) (Ioi 0) ∧
      ∫ t in Ioi (0 : ℝ), Real.exp (-t / a) / a * Real.cos (w * t) ^ 2 =
        (1 + 2 * w ^ 2 * a ^ 2) / (1 + 4 * w ^ 2 * a ^ 2) := by
  have hD : 1 + 4 * w ^ 2 * a ^ 2 ≠ 0 := by positivity
  -- an explicit antiderivative
  have hder : ∀ t ∈ Ici (0 : ℝ), HasDerivAt (fun t => Real.exp (-t / a) *
      ((2 * w * a * Real.sin (2 * (w * t)) - Real.cos (2 * (w * t))) /
        (2 * (1 + 4 * w ^ 2 * a ^ 2)) - 1 / 2))
      (Real.exp (-t / a) / a * Real.cos (w * t) ^ 2) t := by
    intro t _
    have hl : HasDerivAt (fun t : ℝ => 2 * (w * t)) (2 * w) t :=
      (((hasDerivAt_id' t).const_mul w).const_mul 2).congr_deriv (by ring)
    have he := ((hasDerivAt_id' t).fun_neg.div_const a).exp
    refine (he.fun_mul ((((hl.sin.const_mul (2 * w * a)).fun_sub hl.cos).div_const
      (2 * (1 + 4 * w ^ 2 * a ^ 2))).sub_const (1 / 2))).congr_deriv ?_
    rw [Real.cos_sq]
    field_simp
    ring
  have hpos : ∀ t ∈ Ioi (0 : ℝ), 0 ≤ Real.exp (-t / a) / a * Real.cos (w * t) ^ 2 :=
    fun t _ => by positivity
  -- the antiderivative vanishes at late times
  have he0 : Tendsto (fun t : ℝ => Real.exp (-t / a)) atTop (𝓝 0) :=
    Real.tendsto_exp_atBot.comp (tendsto_neg_atTop_atBot.atBot_div_const ha)
  have hb : ∀ g : ℝ → ℝ, (∀ t, |g t| ≤ 1) →
      Tendsto (fun t => Real.exp (-t / a) * g t) atTop (𝓝 0) := fun g hg =>
    squeeze_zero_norm (fun t => by
      rw [Real.norm_eq_abs, abs_mul, abs_of_pos (Real.exp_pos _)]
      exact mul_le_of_le_one_right (Real.exp_pos _).le (hg t)) he0
  have hF := (((hb (fun t => Real.sin (2 * (w * t))) fun t => Real.abs_sin_le_one _).const_mul
    (2 * w * a / (2 * (1 + 4 * w ^ 2 * a ^ 2)))).sub
    ((hb (fun t => Real.cos (2 * (w * t))) fun t => Real.abs_cos_le_one _).const_mul
    (1 / (2 * (1 + 4 * w ^ 2 * a ^ 2))))).sub (he0.const_mul (1 / 2))
  simp only [mul_zero, sub_zero] at hF
  have hlim := hF.congr (f₂ := fun t => Real.exp (-t / a) *
      ((2 * w * a * Real.sin (2 * (w * t)) - Real.cos (2 * (w * t))) /
        (2 * (1 + 4 * w ^ 2 * a ^ 2)) - 1 / 2)) fun t => by ring
  refine ⟨integrableOn_Ioi_deriv_of_nonneg' hder hpos hlim, ?_⟩
  rw [integral_Ioi_of_hasDerivAt_of_nonneg' hder hpos hlim]
  simp only [mul_zero, neg_zero, zero_div, Real.exp_zero, Real.sin_zero, Real.cos_zero]
  field_simp
  ring

/-- For `w, a > 0`, the fraction `(1 + 2 w² a²) / (1 + 4 w² a²)` is below one, and iterating the
variance update averaged over exponentially distributed intervals of mean `a` brings `w ^ 2` times
the variance to `T` from every starting value. -/
theorem exponential_thermalizes {w a : ℝ} (hw : 0 < w) (ha : 0 < a) (T s : ℝ) :
    (1 + 2 * w ^ 2 * a ^ 2) / (1 + 4 * w ^ 2 * a ^ 2) < 1 ∧
      Tendsto (fun n : ℕ => w ^ 2 * (averagedUpdate w T a)^[n] s) atTop (𝓝 T) := by
  have hlt : (1 + 2 * w ^ 2 * a ^ 2) / (1 + 4 * w ^ 2 * a ^ 2) < 1 := by
    have hwa : 0 < w ^ 2 * a ^ 2 := by positivity
    rw [div_lt_one (by positivity)]
    linarith
  have heq : averagedUpdate w T a = fun x => T / w ^ 2 +
      (1 + 2 * w ^ 2 * a ^ 2) / (1 + 4 * w ^ 2 * a ^ 2) * (x - T / w ^ 2) := by
    funext x
    have h1 := average_cos_sq ha w
    -- frequency zero gives the normalization of the exponential density
    have h0 := average_cos_sq ha 0
    have hsplit : ∀ t, Real.exp (-t / a) / a * varianceUpdate w T t x =
        (x - T / w ^ 2) * (Real.exp (-t / a) / a * Real.cos (w * t) ^ 2) +
          T / w ^ 2 * (Real.exp (-t / a) / a * Real.cos (0 * t) ^ 2) := fun t => by
      rw [varianceUpdate_eq, zero_mul, Real.cos_zero]
      ring
    unfold averagedUpdate
    simp_rw [hsplit]
    rw [integral_add (Integrable.const_mul h1.1 _) (Integrable.const_mul h0.1 _),
      integral_const_mul, integral_const_mul, h1.2, h0.2]
    ring
  refine ⟨hlt, ?_⟩
  rw [heq]
  exact tendsto_relaxation hw.ne' (by positivity) hlt T s

end

end VelocityRedrawThermostat
```

```lean
#print axioms VelocityRedrawThermostat.variance_position
#print axioms VelocityRedrawThermostat.thermalizes_iff
#print axioms VelocityRedrawThermostat.thermalizes_iff_interval
#print axioms VelocityRedrawThermostat.exponential_thermalizes
```

```
'VelocityRedrawThermostat.variance_position' depends on axioms: [propext, Classical.choice, Quot.sound]
'VelocityRedrawThermostat.thermalizes_iff' depends on axioms: [propext, Classical.choice, Quot.sound]
'VelocityRedrawThermostat.thermalizes_iff_interval' depends on axioms: [propext, Classical.choice, Quot.sound]
'VelocityRedrawThermostat.exponential_thermalizes' depends on axioms: [propext, Classical.choice, Quot.sound]
```

## From independence to geometric relaxation

`newton` differentiates sine and cosine by the chain rule; `congr_deriv` then exchanges the resulting expression for the required one, and `field_simp` and `ring` check that they agree.

`variance_position` first writes the new position as a linear combination of `X` and `V`. Scaling preserves independence (`hXV.comp`), `IndepFun.variance_add` adds the variances, and `variance_smul` squares the coefficients. For the Gaussian example, the two coordinates of the product measure are independent by `indepFun_prod`, and `variance_map` transfers the variance of the second Gaussian to its coordinate.

`varianceUpdate_eq` puts the update in the form m + c(x − m). `iterate_relaxation` proves the formula for n steps by induction, and `tendsto_relaxation` lets cⁿ go to zero for any 0 ≤ c < 1. Both schedules use this last lemma.

In `thermalizes_iff`, the forward direction assumes convergence and sin(wt) = 0. Then `hc` gives cos²(wt) = 1, and `hfix` shows that the sequence started at s = 0 is constantly zero. Uniqueness of limits would force T = 0, contrary to `hT`. Conversely, a nonzero sine has a positive square, so cos²(wt) < 1 and `tendsto_relaxation` applies. `thermalizes_iff_interval` rewrites the condition using the known zeros of the sine.

## The exponential integral in the code

In `average_cos_sq`, `hder` verifies the derivative of F. The helper `hb` shows that a function bounded by one, multiplied by e^(−t/a), tends to zero; applied to the sine and cosine terms, it yields the limit `hlim` of F. Because the integrand is nonnegative (`hpos`), this limit gives integrability as well as the value of the integral.

`exponential_thermalizes` splits the averaged update into a cos²(wt) part and a constant part (`hsplit`). The constant part needs the exponential density to integrate to one, which is `average_cos_sq` at frequency zero, where the cosine is 1. The result `heq` has the form m + c(x − m) with the averaged factor as c, and `tendsto_relaxation` finishes the argument.
